# Selection rule for powers of position under harmonic equations of motion

A tiny matrix element $\langle u,x^k v\rangle$, computed by quadrature for a harmonic oscillator, may be a weak transition or the rounding residue of a forbidden one. Its size alone does not say which; the energies of the two states can identify forbidden cases.

Take $\hbar=m=1$, a symmetric $H$, and real $w\ne0$, with
$$[H,x]=-ip,\qquad [H,p]=iw^2x.$$
These are the Heisenberg equations $\dot x=p$, $\dot p=-w^2x$ of a linear restoring force. If $Hu=Eu$, $Hv=Fv$ and $\langle u,x^kv\rangle\neq0$, then $E-F=(k-2j)w$ for some integer $0\le j\le k$.

## Counting steps up and down

Let $b_\pm=wx\mp ip$. Then
$$[H,b_\pm]=-iwp\pm w^2x=\pm w\,b_\pm,$$
$$Hb_\pm v=b_\pm Hv+[H,b_\pm]v=(F\pm w)\,b_\pm v.$$
Any combination of $x$ and $p$ splits as
$$\alpha x+\beta p=c\,b_++d\,b_-,\qquad c=\frac{\alpha}{2w}+\frac{i\beta}{2},\quad d=\frac{\alpha}{2w}-\frac{i\beta}{2}.$$

Consider a product of $n$ such combinations with a nonzero element between $u$ and $v$. For $n=0$, symmetry gives $E\langle u,v\rangle=\langle Hu,v\rangle=\langle u,Hv\rangle=F\langle u,v\rangle$, so $E=F$.

For $n+1$ factors, split the one acting first on $v$. The remaining $n$ factors must have a nonzero element with $b_+v$ or $b_-v$. By induction, for some $0\le j\le n$, either

- $E-(F+w)=(n-2j)w$, so $E-F=(n+1-2j)w$; or
- $E-(F-w)=(n-2j)w$, so $E-F=(n+1-2(j+1))w$.

Thus $j$ counts downward steps when $w>0$. Taking every factor equal to $x$ gives the claim.

The second commutator matters. Let $H=\mathrm{diag}(0,1,3)$, let $x$ couple neighbouring levels with elements 1, and put $p=i[H,x]$. The first commutator holds, yet $x$ connects gaps 1 and 2, which cannot both equal $|w|$.

## Operators and equations of motion

In Lean 4 with Mathlib:

```lean
import Mathlib

open Complex

namespace HarmonicMultipole

noncomputable section

variable {V : Type*} [NormedAddCommGroup V] [InnerProductSpace ℂ V]
  {H x p : Module.End ℂ V} {w : ℝ}
```

Operators are linear maps defined on all of `V`, which need be neither finite-dimensional nor complete. For the oscillator on the line, one must supply a common invariant domain containing the eigenfunctions, such as the Schwartz functions.

```lean
/-- The Hamiltonian `H` is symmetric, and position `x` and momentum `p` obey the harmonic
equations of motion `[H, x] = -i p` and `[H, p] = i w² x`. -/
structure HarmonicMotion (H x p : Module.End ℂ V) (w : ℝ) : Prop where
  symmetric : LinearMap.IsSymmetric H
  comm_x : H * x - x * H = -(I • p)
  comm_p : H * p - p * H = (I * (w : ℂ) ^ 2) • x
```

`HarmonicMotion` assumes the equations of motion, without requiring $[x,p]=i$ or symmetric $x$ and $p$.

```lean
/-- The oscillator Hamiltonian `(p² + w² x²) / 2` for unit mass. -/
def oscillator (x p : Module.End ℂ V) (w : ℝ) : Module.End ℂ V :=
  (1 / 2 : ℂ) • (p * p + (w : ℂ) ^ 2 • (x * x))

/-- The operator `w x - i p`, the unnormalised raising operator when `w > 0`. -/
def raising (x p : Module.End ℂ V) (w : ℝ) : Module.End ℂ V := (w : ℂ) • x - I • p

/-- The operator `w x + i p`, the unnormalised lowering operator when `w > 0`. -/
def lowering (x p : Module.End ℂ V) (w : ℝ) : Module.End ℂ V := (w : ℂ) • x + I • p
```

The last two are $b_+$ and $b_-$. For $w>0$ the textbook operators are $a^\dagger=b_+/\sqrt{2w}$ and $a=b_-/\sqrt{2w}$; for $w<0$, $b_+$ shifts the energy down and $b_-$ shifts it up.

```lean
/-- For symmetric `x` and `p` with `[x, p] = i`, the oscillator Hamiltonian generates
harmonic motion. -/
theorem oscillator_harmonicMotion (hx : LinearMap.IsSymmetric x)
    (hp : LinearMap.IsSymmetric p) (hxp : x * p - p * x = I • (1 : Module.End ℂ V)) :
    HarmonicMotion (oscillator x p w) x p w := by
  have hx' : ∀ a b, inner ℂ (x a) b = inner ℂ a (x b) := hx
  have hp' : ∀ a b, inner ℂ (p a) b = inner ℂ a (p b) := hp
  -- the commutators of the squares follow from the canonical one
  have h1 : p * p * x - x * (p * p) = -((2 * I) • p) := by
    calc p * p * x - x * (p * p)
        = -(p * (x * p - p * x) + (x * p - p * x) * p) := by noncomm_ring
      _ = -((2 * I) • p) := by
        rw [hxp, mul_smul_comm, smul_mul_assoc, mul_one, one_mul]; module
  have h2 : x * x * p - p * (x * x) = (2 * I) • x := by
    calc x * x * p - p * (x * x)
        = x * (x * p - p * x) + (x * p - p * x) * x := by noncomm_ring
      _ = (2 * I) • x := by
        rw [hxp, mul_smul_comm, smul_mul_assoc, mul_one, one_mul]; module
  rw [mul_assoc] at h1 h2
  refine ⟨fun u v => ?_, ?_, ?_⟩
  · simp only [oscillator, LinearMap.smul_apply, LinearMap.add_apply, Module.End.mul_apply,
      inner_smul_left, inner_smul_right, inner_add_left, inner_add_right, hx', hp']
    have h2c : (starRingEnd ℂ) 2 = 2 := Complex.ext (by simp) (by simp)
    simp [h2c]
  · simp only [oscillator, smul_mul_assoc, mul_smul_comm, add_mul, mul_add, mul_assoc]
    linear_combination (norm := module) (1 / 2 : ℂ) • h1
  · simp only [oscillator, smul_mul_assoc, mul_smul_comm, add_mul, mul_add, mul_assoc]
    linear_combination (norm := module) ((1 / 2 : ℂ) * (w : ℂ) ^ 2) • h2
```

For the usual oscillator the assumptions are derived: $[x,p]=i$ gives $[p^2,x]=-2ip$ and $[x^2,p]=2ix$, the facts `h1` and `h2`. Multiplying by $1/2$ and $w^2/2$ gives the two equations of motion.

## From one step to a product

```lean
/-- Under `HarmonicMotion H x p w`, on a vector with `H v = F v`, the operator `raising x p w`
shifts the energy to `F + w` and the operator `lowering x p w` shifts it to `F - w`; the shifted
vectors may be zero. -/
theorem ladder_shift (h : HarmonicMotion H x p w) {v : V} {F : ℝ}
    (hv : H v = (F : ℂ) • v) :
    H (raising x p w v) = ((F + w : ℝ) : ℂ) • raising x p w v ∧
      H (lowering x p w v) = ((F - w : ℝ) : ℂ) • lowering x p w v := by
  have hx := LinearMap.congr_fun h.comm_x v
  have hp := LinearMap.congr_fun h.comm_p v
  simp only [LinearMap.sub_apply, Module.End.mul_apply, LinearMap.neg_apply,
    LinearMap.smul_apply, hv, map_smul] at hx hp
  have hI : (I * (I * (w : ℂ) ^ 2)) • x v = (-(w : ℂ) ^ 2) • x v := by
    rw [← mul_assoc, I_mul_I, neg_one_mul]
  simp only [raising, lowering, LinearMap.sub_apply, LinearMap.add_apply,
    LinearMap.smul_apply, map_sub, map_add, map_smul, ofReal_add, ofReal_sub]
  constructor
  · linear_combination (norm := module) (w : ℂ) • hx - I • hp - (1 : ℂ) • hI
  · linear_combination (norm := module) (w : ℂ) • hx + I • hp + (1 : ℂ) • hI
```

The commutators are applied to `v`, and `linear_combination` assembles the two shifts.

```lean
/-- For `w ≠ 0`, every linear combination of position and momentum is a linear combination of
the raising and lowering operators. -/
theorem ladder_split (x p : Module.End ℂ V) (hw : w ≠ 0) (α β : ℂ) :
    ∃ c d : ℂ, α • x + β • p = c • raising x p w + d • lowering x p w := by
  have hw' : (w : ℂ) * (w : ℂ)⁻¹ = 1 := mul_inv_cancel₀ (ofReal_ne_zero.2 hw)
  obtain ⟨c, d, h1, h2⟩ : ∃ c d : ℂ, c * w + d * w = α ∧ -(c * I) + d * I = β :=
    ⟨α * (w : ℂ)⁻¹ / 2 + β * I / 2, α * (w : ℂ)⁻¹ / 2 - β * I / 2,
      by linear_combination α * hw', by linear_combination (-β) * I_sq⟩
  refine ⟨c, d, ?_⟩
  rw [← h1, ← h2]
  simp only [raising, lowering]
  module
```

This is the splitting into $b_\pm$, where $w\neq0$ permits the division.

```lean
/-- Assume `HarmonicMotion H x p w` with `w ≠ 0`, and let `L` be a list of operators, each a linear
combination of `x` and `p`. If their product has a nonzero matrix element between vectors of
energies `E` and `F`, then `E - F = (n - 2j) w` for some `j ≤ n`, where `n` is the number of
factors. -/
theorem product_selection_rule (h : HarmonicMotion H x p w) (hw : w ≠ 0) {u v : V}
    {E F : ℝ} (hu : H u = (E : ℂ) • u) (hv : H v = (F : ℂ) • v)
    (L : List (Module.End ℂ V)) (hL : ∀ A ∈ L, ∃ α β : ℂ, A = α • x + β • p)
    (hne : inner ℂ u (L.prod v) ≠ 0) :
    ∃ j : ℕ, j ≤ L.length ∧ E - F = ((L.length : ℝ) - 2 * j) * w := by
  have key : ∀ L : List (Module.End ℂ V), (∀ A ∈ L, ∃ α β : ℂ, A = α • x + β • p) →
      ∀ (v : V) (F : ℝ), H v = (F : ℂ) • v → inner ℂ u (L.prod v) ≠ 0 →
      ∃ j : ℕ, j ≤ L.length ∧ E - F = ((L.length : ℝ) - 2 * j) * w := by
    intro L
    induction L using List.reverseRecOn with
    | nil =>
      -- no factor: eigenvectors of different energy are orthogonal
      intro _ v F hv hne
      simp only [List.prod_nil, Module.End.one_apply] at hne
      have hs := h.symmetric u v
      rw [hu, hv, inner_smul_left, inner_smul_right, conj_ofReal] at hs
      have hEF : E = F := by exact_mod_cast mul_right_cancel₀ hne hs
      exact ⟨0, le_rfl, by simp [hEF]⟩
    | append_singleton L A ih =>
      -- the factor next to `v` splits into a `raising` part and a `lowering` part
      intro hL v F hv hne
      obtain ⟨α, β, hA⟩ := hL A (by simp)
      obtain ⟨c, d, hcd⟩ := ladder_split x p hw α β
      have hL' : ∀ B ∈ L, ∃ α β : ℂ, B = α • x + β • p :=
        fun B hB => hL B (List.mem_append_left _ hB)
      have hsplit : inner ℂ u ((L ++ [A]).prod v) =
          c * inner ℂ u (L.prod (raising x p w v)) +
            d * inner ℂ u (L.prod (lowering x p w v)) := by
        rw [List.prod_append, List.prod_singleton, hA, hcd]
        simp only [Module.End.mul_apply, LinearMap.add_apply, LinearMap.smul_apply,
          map_add, map_smul, inner_add_right, inner_smul_right]
      simp only [List.length_append, List.length_singleton]
      by_cases hr : inner ℂ u (L.prod (raising x p w v)) = 0
      · have hl : inner ℂ u (L.prod (lowering x p w v)) ≠ 0 :=
          fun hl => hne (by rw [hsplit, hr, hl, mul_zero, mul_zero, add_zero])
        obtain ⟨j, hj, e⟩ := ih hL' _ _ (ladder_shift h hv).2 hl
        refine ⟨j + 1, by omega, ?_⟩
        push_cast
        linear_combination e
      · obtain ⟨j, hj, e⟩ := ih hL' _ _ (ladder_shift h hv).1 hr
        refine ⟨j, by omega, ?_⟩
        push_cast
        linear_combination e
  exact key L hL v F hv hne
```

The list `L` holds the factors, and its last entry acts first on `v`. Induction therefore removes entries from the end, with `v` and `F` free to change. `hsplit` separates the two paths, and `by_cases` selects one that is nonzero.

```lean
/-- Harmonic multipole selection rule: under `HarmonicMotion H x p w` with `w ≠ 0`, the matrix
element of `x ^ k` between vectors of energies `E` and `F` vanishes unless `E - F = (k - 2j) w` for
some `j ≤ k`. -/
theorem multipole_selection_rule (h : HarmonicMotion H x p w) (hw : w ≠ 0) {u v : V}
    {E F : ℝ} (hu : H u = (E : ℂ) • u) (hv : H v = (F : ℂ) • v) (k : ℕ)
    (hne : inner ℂ u ((x ^ k) v) ≠ 0) :
    ∃ j : ℕ, j ≤ k ∧ E - F = ((k : ℝ) - 2 * j) * w := by
  have := product_selection_rule h hw hu hv (List.replicate k x)
    (fun A hA => ⟨1, 0, by rw [List.eq_of_mem_replicate hA]; simp⟩)
    (by rwa [List.prod_replicate])
  simpa only [List.length_replicate] using this
```

Here the list is `k` copies of `x`.

## Polynomials and the largest energy gap

```lean
/-- Under `HarmonicMotion H x p w` with `w ≠ 0`, a polynomial in `x` has zero matrix element between
vectors whose energies differ by more than its degree times `|w|`. -/
theorem polynomial_cutoff (h : HarmonicMotion H x p w) (hw : w ≠ 0) {u v : V}
    {E F : ℝ} (hu : H u = (E : ℂ) • u) (hv : H v = (F : ℂ) • v) (P : Polynomial ℂ)
    (hgap : (P.natDegree : ℝ) * |w| < |E - F|) :
    inner ℂ u ((Polynomial.aeval x P) v) = 0 := by
  rw [Polynomial.aeval_eq_sum_range, LinearMap.sum_apply, inner_sum]
  refine Finset.sum_eq_zero fun k hk => ?_
  rw [LinearMap.smul_apply, inner_smul_right]
  by_contra hne
  obtain ⟨j, hj, e⟩ := multipole_selection_rule h hw hu hv k (right_ne_zero_of_mul hne)
  have hj' : (j : ℝ) ≤ k := by exact_mod_cast hj
  have hk' : (k : ℝ) ≤ P.natDegree := by
    exact_mod_cast Nat.lt_succ_iff.1 (Finset.mem_range.1 hk)
  have hj0 : (0 : ℝ) ≤ j := Nat.cast_nonneg j
  have hb : |(k : ℝ) - 2 * j| ≤ P.natDegree := abs_le.2 ⟨by linarith, by linarith⟩
  rw [e, abs_mul] at hgap
  exact absurd hgap (not_lt_of_ge (mul_le_mul_of_nonneg_right hb (abs_nonneg w)))
```

Each power $k\le n$ in a polynomial of degree $n$ allows only $|E-F|=|k-2j||w|\le n|w|$. In the eigenbasis of a single one-dimensional harmonic mode, a polynomial perturbation therefore has a banded matrix.

```lean
/-- Under `HarmonicMotion H x p w` with `w ≠ 0`, between vectors of energies `E` and `F` with
`E - F = k w`, the matrix element of `x ^ k`, multiplied by `(2w) ^ k`, equals that of the `k`-th
power of the raising operator. -/
theorem top_channel (h : HarmonicMotion H x p w) (hw : w ≠ 0) {u : V} {E : ℝ}
    (hu : H u = (E : ℂ) • u) (k : ℕ) : ∀ (v : V) (F : ℝ), H v = (F : ℂ) • v →
    E - F = k * w →
    (2 * (w : ℂ)) ^ k * inner ℂ u ((x ^ k) v) = inner ℂ u ((raising x p w ^ k) v) := by
  induction k with
  | zero => intro v F _ _; simp
  | succ k ih =>
    intro v F hv hE
    push_cast at hE
    have hx : (2 * (w : ℂ)) • x v = raising x p w v + lowering x p w v := by
      simp only [raising, lowering, LinearMap.sub_apply, LinearMap.add_apply,
        LinearMap.smul_apply]
      module
    -- after a step by `lowering`, the remaining `k` factors cannot reach `u`
    have hlow : inner ℂ u ((x ^ k) (lowering x p w v)) = 0 := by
      by_contra hne
      obtain ⟨j, -, e⟩ := multipole_selection_rule h hw hu (ladder_shift h hv).2 k hne
      have h0 : (2 + 2 * (j : ℝ)) * w = 0 := by linear_combination e - hE
      exact mul_ne_zero (by positivity) hw h0
    calc (2 * (w : ℂ)) ^ (k + 1) * inner ℂ u ((x ^ (k + 1)) v)
        = (2 * (w : ℂ)) ^ k * inner ℂ u ((x ^ k) ((2 * (w : ℂ)) • x v)) := by
          rw [pow_succ x, Module.End.mul_apply, map_smul, inner_smul_right]; ring
      _ = (2 * (w : ℂ)) ^ k * inner ℂ u ((x ^ k) (raising x p w v)) := by
          rw [hx, map_add, inner_add_right, hlow, add_zero]
      _ = inner ℂ u ((raising x p w ^ (k + 1)) v) := by
          rw [ih _ _ (ladder_shift h hv).1 (by linear_combination hE), pow_succ,
            Module.End.mul_apply]
```

Write $2wx=b_++b_-$. If $E-F=(k+1)w$, a first step by $b_-$ leaves a gap of $(k+2)w$ for $k$ factors, which the rule forbids. Only $b_+$ survives at every step. For $w>0$, in normalised form, $\langle u,x^kv\rangle=(2w)^{-k/2}\langle u,(a^\dagger)^kv\rangle$ when $E-F=kw$.

## A three-level ladder with a quadrupole transition

```lean
/-- The Hamiltonian of a three-level ladder with energies 0, 1, 2. -/
def ladderH : Module.End ℂ (EuclideanSpace ℂ (Fin 3)) where
  toFun f := !₂[0, f 1, 2 * f 2]
  map_add' f g := by ext i; fin_cases i <;> simp; ring
  map_smul' c f := by ext i; fin_cases i <;> simp; ring

/-- The position operator of the three-level ladder, which couples neighbouring levels. -/
def ladderX : Module.End ℂ (EuclideanSpace ℂ (Fin 3)) where
  toFun f := !₂[f 1, f 0 + f 2, f 1]
  map_add' f g := by ext i; fin_cases i <;> simp; ring
  map_smul' c f := by ext i; fin_cases i <;> simp; ring

/-- The momentum operator of the three-level ladder. -/
def ladderP : Module.End ℂ (EuclideanSpace ℂ (Fin 3)) where
  toFun f := !₂[-(I * f 1), I * f 0 - I * f 2, I * f 1]
  map_add' f g := by ext i; fin_cases i <;> simp <;> ring
  map_smul' c f := by ext i; fin_cases i <;> simp <;> ring

/-- The three-level ladder performs harmonic motion with `w = 1`, and `x ^ 2` has matrix
element 1 between its lowest and highest basis vectors. -/
theorem harmonicMotion_witness : HarmonicMotion ladderH ladderX ladderP 1 ∧
    inner ℂ (!₂[(0 : ℂ), 0, 1]) ((ladderX ^ 2) !₂[(1 : ℂ), 0, 0]) = 1 := by
  refine ⟨⟨fun f g => ?_, LinearMap.ext fun f => ?_, LinearMap.ext fun f => ?_⟩, ?_⟩
  · have h2c : (starRingEnd ℂ) 2 = 2 := Complex.ext (by simp) (by simp)
    simp [ladderH, PiLp.inner_apply, Fin.sum_univ_succ]
    linear_combination (g.ofLp 2 * (starRingEnd ℂ) (f.ofLp 2)) * h2c
  · ext i
    fin_cases i <;> simp [ladderH, ladderX, ladderP, mul_sub, ← mul_assoc] <;> ring
  · ext i
    fin_cases i <;> simp [ladderH, ladderX, ladderP] <;> ring
  · simp [ladderX, pow_two, PiLp.inner_apply, Fin.sum_univ_succ]

end

end HarmonicMultipole
```

Checking components confirms the assumptions for $w=1$. The element of $x^2$ between energies 0 and 2 is 1, so the rule's hypotheses are met by a nonzero transition, here with $k=2$ and $j=0$.

```lean
#print axioms HarmonicMultipole.oscillator_harmonicMotion
#print axioms HarmonicMultipole.multipole_selection_rule
#print axioms HarmonicMultipole.polynomial_cutoff
#print axioms HarmonicMultipole.top_channel
```

```
'HarmonicMultipole.oscillator_harmonicMotion' depends on axioms: [propext, Classical.choice, Quot.sound]
'HarmonicMultipole.multipole_selection_rule' depends on axioms: [propext, Classical.choice, Quot.sound]
'HarmonicMultipole.polynomial_cutoff' depends on axioms: [propext, Classical.choice, Quot.sound]
'HarmonicMultipole.top_channel' depends on axioms: [propext, Classical.choice, Quot.sound]
```
